# Spin-symmetry breaking in minimal-basis H₂: for 0 < −a < c the minimum over the orbital pairs cos t g ± sin t u lies a²/c below the g² energy

A formal statement about H₂ must decide what its integrals are. Here they are arbitrary real numbers h_pq and (pq|rs) over an orthonormal pair of real orbitals g and u, restricted only by permutation symmetry. Inversion parity, which makes h_gu, (gg|gu) and (uu|gu) vanish in the molecule, is not imposed, because the energy formula holds without it.

## Claim and derivation

Put the spin-up electron in φ = x g + s u and the spin-down electron in ψ = x g − s u, with x = cos t, s = sin t and t a mixing angle. Without nuclear repulsion the determinant has the energy

E(t) = h(φ,φ) + h(ψ,ψ) + (φφ|ψψ).

Write h_g = h_gg, h_u = h_uu, J_gg = (gg|gg), J_uu = (uu|uu), J = (gg|uu), K = (gu|gu), and

e_g = h_g + J_gg, e_u = h_u + 2J − K,

a = e_u − e_g − J − K, c = J_gg + J_uu − 2J + 4K.

With y = sin² t the claim is

E(t) = E(0) + 2a y + c y²,

and for 0 < −a ≤ c the lowest value is E(0) − a²/c.

The one-electron cross terms ±2xs h_gu cancel, leaving 2x²h_g + 2s²h_u. The two densities are φφ = A + B and ψψ = A − B, with A = x² gg + s² uu and B = 2xs gu. Since (A|B) = (B|A),

(φφ|ψψ) = (A|A) − (B|B) = x⁴J_gg + s⁴J_uu + x²s²(2J − 4K).

The two-electron integrals odd in u occur only in (A|B). Substituting x² = 1 − y and s² = y gives

E(t) = (2h_g + J_gg) + 2(h_u − h_g − J_gg + J − 2K) y + c y².

The first bracket is E(0) and the second is a. If a < 0 and −a ≤ c, then c > 0 and

E(t) = E(0) − a²/c + c (y + a/c)²,

whose vertex y = −a/c lies in (0, 1] and is therefore some sin² t.

As a limiting case, take h_g = h_u, J_gg = J_uu = J and K > 0. Then a = −2K, c = 4K, y = 1/2, the orbitals are (g ± u)/√2, and the lowering is K.

## Formal development

```lean
import Mathlib

open Real Matrix

namespace H2TripletInstability

noncomputable section
```

Index 0 is g and index 1 is u. The field `v p q r s` is (pq|rs); the swap within the first pair and the exchange of pairs generate the eightfold symmetry. No positivity is assumed and no integral is computed from a geometry.

```lean
/-- Real one- and two-electron integrals in the basis `0 = g`, `1 = u`;
`v p q r s` is `(pq|rs)` in chemists' notation, with eightfold permutation symmetry. -/
structure Integrals where
  h : Matrix (Fin 2) (Fin 2) ℝ
  v : Fin 2 → Fin 2 → Fin 2 → Fin 2 → ℝ
  h_symm : ∀ p q, h p q = h q p
  v_swap : ∀ p q r s, v p q r s = v q p r s
  v_exch : ∀ p q r s, v p q r s = v r s p q
```

An orbital is its coefficient vector, and the plain dot product encodes orthonormality of g and u.

```lean
/-- The spin-up orbital `cos t g + sin t u`. -/
def alpha (t : ℝ) : Fin 2 → ℝ := ![cos t, sin t]

/-- The spin-down orbital `cos t g - sin t u`. -/
def beta (t : ℝ) : Fin 2 → ℝ := ![cos t, -sin t]

/-- Both orbitals have unit norm in the orthonormal basis `g`, `u`. -/
theorem orbitals_normalised (t : ℝ) : alpha t ⬝ᵥ alpha t = 1 ∧ beta t ⬝ᵥ beta t = 1 := by
  have := sin_sq_add_cos_sq t
  constructor <;> simp [alpha, beta, dotProduct, Fin.sum_univ_two] <;> linarith
```

`exists_angle` takes t = arcsin √y, so a statement about y in [0, 1] transfers to angles.

```lean
/-- Every weight `y` between 0 and 1 equals `sin² t` for some mixing angle `t`. -/
theorem exists_angle {y : ℝ} (h0 : 0 ≤ y) (h1 : y ≤ 1) : ∃ t, sin t ^ 2 = y := by
  refine ⟨arcsin (sqrt y), ?_⟩
  have hs : sqrt y ≤ 1 := by
    rw [← Real.sqrt_one]; exact Real.sqrt_le_sqrt h1
  rw [sin_arcsin (by linarith [sqrt_nonneg y]) hs, sq_sqrt h0]
```

The determinant energy is a definition, not derived from a two-electron wavefunction.

```lean
namespace Integrals

variable (I : Integrals)

/-- Energy `h(φ,φ) + h(ψ,ψ) + (φφ|ψψ)` of the determinant with a spin-up electron in `φ`
and a spin-down electron in `ψ`. -/
def detEnergy (φ ψ : Fin 2 → ℝ) : ℝ :=
  (∑ p, ∑ q, I.h p q * φ p * φ q) + (∑ p, ∑ q, I.h p q * ψ p * ψ q)
    + ∑ p, ∑ q, ∑ r, ∑ s, I.v p q r s * φ p * φ q * ψ r * ψ s

/-- Energy `E(t)` of the determinant with orbitals `cos t g ± sin t u`. -/
def energy (t : ℝ) : ℝ := I.detEnergy (alpha t) (beta t)

/-- Fock matrix `h_pq + 2(pq|gg) - (pg|gq)` of the closed-shell configuration `g²`. -/
def fock : Matrix (Fin 2) (Fin 2) ℝ :=
  Matrix.of fun p q => I.h p q + 2 * I.v p q 0 0 - I.v p 0 0 q

/-- Coulomb integral `J = (gg|uu)`. -/
def J : ℝ := I.v 0 0 1 1

/-- Exchange integral `K = (gu|gu)`. -/
def K : ℝ := I.v 0 1 0 1

/-- The quantity `e_g = h_g + J_gg`, the `gg` element of the Fock matrix of `g²`. -/
def eg : ℝ := I.h 0 0 + I.v 0 0 0 0

/-- The quantity `e_u = h_u + 2J - K`, the `uu` element of the Fock matrix of `g²`. -/
def eu : ℝ := I.h 1 1 + 2 * I.J - I.K

/-- The coefficient `a = e_u - e_g - J - K`. -/
def a : ℝ := I.eu - I.eg - I.J - I.K

/-- The coefficient `c = J_gg + J_uu - 2J + 4K`. -/
def c : ℝ := I.v 0 0 0 0 + I.v 1 1 1 1 - 2 * I.J + 4 * I.K
```

The Fock matrix F of g² has F_gg = e_g, F_uu = e_u and F_gu = h_gu + 2(gu|gg) − (gg|gu) = h_gu + (gg|gu). Parity makes this element vanish, and e_g and e_u are orbital energies, the eigenvalues belonging to g and u, exactly when it vanishes. No later theorem assumes it, so "RHF" in the names means the point t = 0.

```lean
/-- The Fock matrix of `g²` is diagonal with entries `e_g`, `e_u` exactly when
`h_gu + (gg|gu) = 0`. -/
theorem fock_diagonal_iff :
    I.fock = diagonal ![I.eg, I.eu] ↔ I.h 0 1 + I.v 0 0 0 1 = 0 := by
  have h1 := I.v_exch 0 1 0 0
  have h2 := I.v_swap 1 0 0 0
  have h3 := I.v_exch 1 1 0 0
  have h4 := I.v_swap 1 0 0 1
  have h5 := I.h_symm 1 0
  constructor
  · intro H
    have := congrFun (congrFun H 0) 1
    rw [diagonal_apply_ne _ (by decide : (0 : Fin 2) ≠ 1)] at this
    simp only [fock, Matrix.of_apply] at this
    linarith
  · intro H
    ext p q
    fin_cases p <;> fin_cases q <;> simp [fock, eg, eu, J, K] <;> linarith
```

In `detEnergy_pm` the variable `y` is the coefficient s, not the weight. Rewriting with `h1` to `h4` is the step (A|B) = (B|A), `h5` to `h8` identify J and K, and `ring` collects terms. `energy_eq` then substitutes cos² t = 1 − sin² t.

```lean
/-- For orbitals `x g ± y u` the energy is
`2x²h_g + 2y²h_u + x⁴J_gg + y⁴J_uu + x²y²(2J - 4K)`. -/
theorem detEnergy_pm (x y : ℝ) :
    I.detEnergy ![x, y] ![x, -y] = 2 * x ^ 2 * I.h 0 0 + 2 * y ^ 2 * I.h 1 1
      + x ^ 4 * I.v 0 0 0 0 + y ^ 4 * I.v 1 1 1 1 + x ^ 2 * y ^ 2 * (2 * I.J - 4 * I.K) := by
  -- integrals with an odd number of `u` cancel between the two spins
  have h1 := I.v_exch 0 1 0 0
  have h2 := I.v_exch 1 0 0 0
  have h3 := I.v_exch 0 1 1 1
  have h4 := I.v_exch 1 0 1 1
  -- the others reduce to `J` and `K`
  have h5 := I.v_exch 1 1 0 0
  have h6 := I.v_swap 1 0 0 1
  have h7 := (I.v_exch 0 1 1 0).trans h6
  have h8 := (I.v_swap 1 0 1 0).trans h7
  simp only [detEnergy, J, K, Fin.sum_univ_two, cons_val_zero, cons_val_one,
    h1, h2, h3, h4, h5, h6, h7, h8]
  ring

/-- The energy is `E(t) = E(0) + 2a y + c y²` with `y = sin² t`. -/
theorem energy_eq (t : ℝ) :
    I.energy t = I.energy 0 + 2 * I.a * sin t ^ 2 + I.c * (sin t ^ 2) ^ 2 := by
  have hc : cos t ^ 2 = 1 - sin t ^ 2 := cos_sq' t
  have hc4 : cos t ^ 4 = (1 - sin t ^ 2) ^ 2 := by rw [← hc]; ring
  unfold energy alpha beta
  rw [I.detEnergy_pm (cos t) (sin t), I.detEnergy_pm (cos 0) (sin 0), hc4, hc,
    cos_zero, sin_zero]
  simp only [a, c, eg, eu]
  ring
```

The chain rule gives

E′(t) = 4(a + c sin² t) sin t cos t,

so E′(0) = 0 and E″(0) = 4a. The proof shows a reusable pattern: assemble a `HasDerivAt` term that mirrors the expression, using `const_mul`, `fun_add` and `fun_pow`, then let `congr_deriv` with `ring` or `simp` bring the derivative to the wanted form.

```lean
/-- At the restricted point `t = 0` the energy is stationary and its second derivative
is `4a`. -/
theorem curvature_at_rhf :
    deriv I.energy 0 = 0 ∧ HasDerivAt (deriv I.energy) (4 * I.a) 0 := by
  have hy : ∀ t : ℝ, HasDerivAt (fun t => sin t ^ 2) (2 * sin t * cos t) t := fun t =>
    ((hasDerivAt_sin t).fun_pow 2).congr_deriv (by ring)
  have hf : I.energy = fun t => I.energy 0 + 2 * I.a * sin t ^ 2 + I.c * (sin t ^ 2) ^ 2 :=
    funext I.energy_eq
  have hd : deriv I.energy = fun t => 4 * (I.a + I.c * sin t ^ 2) * sin t * cos t := by
    funext t
    rw [hf]
    exact (((((hy t).const_mul (2 * I.a)).const_add (I.energy 0)).fun_add
      (((hy t).fun_pow 2).const_mul I.c)).congr_deriv
      (by ring)).deriv
  rw [hd]
  refine ⟨by simp, ?_⟩
  exact ((((((hy 0).const_mul I.c).const_add I.a).const_mul 4).fun_mul
    (hasDerivAt_sin 0)).fun_mul (hasDerivAt_cos 0)).congr_deriv (by simp)
```

`IsLeast (Set.range I.energy)` says that E(0) − a²/c is attained and that no angle goes lower. This is the minimum over the one-parameter family, not over all unrestricted determinants. In the proof `key` is the completed square, `hiff` locates its zero, and `exists_angle` supplies the minimiser.

```lean
/-- If `0 < -a ≤ c`, the lowest energy over all angles is `E(0) - a²/c`, it is reached exactly
where `sin² t = -a/c`, and the lowering `a²/c` is positive. -/
theorem uhf_minimum (ha : I.a < 0) (hac : -I.a ≤ I.c) :
    IsLeast (Set.range I.energy) (I.energy 0 - I.a ^ 2 / I.c) ∧
    (∀ t, I.energy t = I.energy 0 - I.a ^ 2 / I.c ↔ sin t ^ 2 = -I.a / I.c) ∧
    0 < I.a ^ 2 / I.c := by
  have hc : 0 < I.c := by linarith
  -- complete the square in `y`
  have key : ∀ t, I.energy t = I.energy 0 - I.a ^ 2 / I.c
      + I.c * (sin t ^ 2 - -I.a / I.c) ^ 2 := by
    intro t
    rw [I.energy_eq t]
    field_simp
    ring
  have hiff : ∀ t, I.energy t = I.energy 0 - I.a ^ 2 / I.c ↔ sin t ^ 2 = -I.a / I.c := by
    intro t
    rw [key t, add_eq_left, mul_eq_zero, or_iff_right hc.ne', sq_eq_zero_iff, sub_eq_zero]
  refine ⟨⟨?_, ?_⟩, hiff, div_pos (by nlinarith) hc⟩
  · -- the vertex `y = -a/c` lies in `[0, 1]`
    obtain ⟨t, ht⟩ := exists_angle (y := -I.a / I.c) (div_nonneg (by linarith) hc.le)
      ((div_le_one hc).2 hac)
    exact ⟨t, (hiff t).2 ht⟩
  · rintro _ ⟨t, rfl⟩
    have := mul_nonneg hc.le (sq_nonneg (sin t ^ 2 - -I.a / I.c))
    linarith [key t]
```

For the global question, write

E(t) − E(0) = y [2a(1 − y) + (2a + c) y].

Both terms in the bracket are non-negative if a ≥ 0 and 2a + c ≥ 0. Their products with y, without the factor 2 in the first, are the hints given to `nlinarith`. Conversely, t = π/2 forces 2a + c ≥ 0, and for a < 0 the weight y = −a/(|c| − a) makes 2a + cy negative.

```lean
/-- No angle gives an energy below `E(0)` exactly when `a ≥ 0` and `2a + c ≥ 0`. -/
theorem rhf_minimal_iff : (∀ t, I.energy 0 ≤ I.energy t) ↔ 0 ≤ I.a ∧ 0 ≤ 2 * I.a + I.c := by
  constructor
  · intro H
    constructor
    · by_contra hn
      have ha : I.a < 0 := not_le.1 hn
      have hd : 0 < |I.c| - I.a := by linarith [abs_nonneg I.c]
      -- a small enough weight `y` lowers the energy
      obtain ⟨y, hy⟩ : ∃ y, y = -I.a / (|I.c| - I.a) := ⟨_, rfl⟩
      have hy0 : 0 < y := by rw [hy]; exact div_pos (by linarith) hd
      have hy1 : y ≤ 1 := by rw [hy, div_le_one hd]; linarith [abs_nonneg I.c]
      have hyd : y * (|I.c| - I.a) = -I.a := by rw [hy]; exact div_mul_cancel₀ _ hd.ne'
      have h1 := mul_le_mul_of_nonneg_left (le_abs_self I.c) hy0.le
      have h2 := mul_neg_of_pos_of_neg hy0 ha
      have h3 : 2 * I.a + I.c * y < 0 := by linarith
      obtain ⟨t, ht⟩ := exists_angle hy0.le hy1
      have h4 := H t
      rw [I.energy_eq t, ht] at h4
      nlinarith [mul_neg_of_pos_of_neg hy0 h3]
    · have h := H (π / 2)
      rw [I.energy_eq (π / 2), sin_pi_div_two] at h
      linarith
  · rintro ⟨h1, h2⟩ t
    have y0 := sq_nonneg (sin t)
    have y1 := sub_nonneg.2 (sin_sq_le_one t)
    rw [I.energy_eq t]
    nlinarith [mul_nonneg y0 (mul_nonneg h1 y1), mul_nonneg y0 (mul_nonneg h2 y0)]
```

For a ≤ 0 and c ≤ −a,

E(t) − E(π/2) = (1 − y)[(−a − c)(1 + y) − a(1 − y)] ≥ 0,

where the square bracket is the quantity in `h1`. At t = π/2 the orbitals are u and −u, the closed shell u². At c = −a > 0 this value and E(0) − a²/c coincide. For a > 0 with 2a + c < 0 the theorems say that t = 0 is not the minimum, without locating it.

```lean
/-- If `a ≤ 0` and `c ≤ -a`, the energy is lowest at `t = π/2`, where it equals
`E(0) + 2a + c`. -/
theorem minimum_at_boundary (ha : I.a ≤ 0) (hc : I.c ≤ -I.a) :
    I.energy (π / 2) = I.energy 0 + 2 * I.a + I.c ∧ ∀ t, I.energy (π / 2) ≤ I.energy t := by
  have h : I.energy (π / 2) = I.energy 0 + 2 * I.a + I.c := by
    rw [I.energy_eq (π / 2), sin_pi_div_two]; ring
  refine ⟨h, fun t => ?_⟩
  have y0 := sq_nonneg (sin t)
  have y1 := sub_nonneg.2 (sin_sq_le_one t)
  have h1 : 0 ≤ -2 * I.a - I.c * (1 + sin t ^ 2) := by
    nlinarith [mul_nonneg (sub_nonneg.2 hc) y0, mul_nonneg (neg_nonneg.2 ha) y1]
  rw [h, I.energy_eq t]
  nlinarith [mul_nonneg y1 h1]
```

The last two declarations give model numbers with vanishing odd integrals and 0 < −a < c. Inserting a = −1/4 and c = 1 gives y = 1/4 and a lowering of 1/16; this substitution, like the limiting case above, is arithmetic done here and not a Lean theorem.

```lean
/-- Model integrals `h_g = -1`, `h_u = -3/4`, `J_gg = J_uu = J = 1/2`, `K = 1/4`, with all
integrals odd in `u` equal to zero. -/
def stretched : Integrals where
  h := !![-1, 0; 0, -3 / 4]
  v := fun p q r s => if p = q ∧ r = s then 1 / 2 else if p ≠ q ∧ r ≠ s then 1 / 4 else 0
  h_symm := by intro p q; fin_cases p <;> fin_cases q <;> simp
  v_swap := by
    intro p q r s
    fin_cases p <;> fin_cases q <;> fin_cases r <;> fin_cases s <;> simp
  v_exch := by
    intro p q r s
    fin_cases p <;> fin_cases q <;> fin_cases r <;> fin_cases s <;> simp

/-- The model integrals have `h_gu = (gg|gu) = (uu|gu) = 0`, `a = -1/4` and `c = 1`. -/
theorem stretched_witness :
    stretched.h 0 1 = 0 ∧ stretched.v 0 0 0 1 = 0 ∧ stretched.v 1 1 0 1 = 0 ∧
    stretched.a = -1 / 4 ∧ stretched.c = 1 := by
  refine ⟨?_, ?_, ?_, ?_, ?_⟩ <;> simp [stretched, a, c, eg, eu, J, K] <;> norm_num

end Integrals

end

end H2TripletInstability
```

In SCF codes that offer a stability analysis, the curvature at t = 0 appears as a check after convergence: the lowest eigenvalue of the orbital Hessian for opposite rotations of the two spins is computed, and in this two-orbital, real model that Hessian is one number proportional to a. If it is negative, the orbitals can be rotated along the eigenvector and the unrestricted iteration restarted from there.

```lean
#print axioms H2TripletInstability.Integrals.curvature_at_rhf
#print axioms H2TripletInstability.Integrals.uhf_minimum
#print axioms H2TripletInstability.Integrals.rhf_minimal_iff
#print axioms H2TripletInstability.Integrals.minimum_at_boundary
```

```
'H2TripletInstability.Integrals.curvature_at_rhf' depends on axioms: [propext, Classical.choice, Quot.sound]
'H2TripletInstability.Integrals.uhf_minimum' depends on axioms: [propext, Classical.choice, Quot.sound]
'H2TripletInstability.Integrals.rhf_minimal_iff' depends on axioms: [propext, Classical.choice, Quot.sound]
'H2TripletInstability.Integrals.minimum_at_boundary' depends on axioms: [propext, Classical.choice, Quot.sound]
```
